# A filling selection rule for powers of the twist operator on a periodic chain

To read the polarisation of a periodic chain from an exact-diagonalisation ground state $\psi$, one chooses a power $q$ of the twist operator $U$ and takes the phase of $\langle\psi,U^q\psi\rangle$. This needs a nonzero expectation value, and in a translation-symmetric state the filling can force some powers to give zero, whatever the Hamiltonian. The problems below identify those powers for a finite ring with at most one particle per site.

## Particles on a ring

The $L$ sites are labelled by `ZMod L`, the integers modulo $L$. A configuration $s$ is a set of $N$ occupied sites, without spin or further orbitals. A state is a complex function $\psi(s)$ and need not be normalised.

```lean
import Mathlib

open Matrix
open scoped Real ComplexOrder

namespace AligiaOrtizTwist

noncomputable section

/-- Configurations of `N` particles on a ring of `L` sites, at most one particle per site. -/
abbrev Config (L N : ℕ) := {s : Finset (ZMod L) // s.card = N}
```

Write $s+a$ for the configuration with every particle moved by $a$ sites, in Lean `shift a s`. The assumption `NeZero L` says that $L\ge 1$.

```lean
variable {L N : ℕ} [NeZero L]

/-- Move every particle of a configuration by `a` sites around the ring. -/
def shift (a : ZMod L) (s : Config L N) : Config L N :=
  ⟨s.1.map (Equiv.addRight a).toEmbedding, by rw [Finset.card_map]; exact s.2⟩
```

The summed position $X(s)$ uses the labels $0,\dots,L-1$, and the phase of a configuration is $u(s)=e^{2\pi i X(s)/L}$.

```lean
/-- The summed position `X` of the particles, with sites labelled `0, …, L - 1`. -/
def position (s : Config L N) : ℕ := ∑ x ∈ s.1, x.val

/-- The phase `exp(2πi X / L)` of a configuration, for a ring with `L ≥ 1` sites. -/
def phase (s : Config L N) : ℂ := Complex.exp (2 * π * Complex.I * (position s : ℂ) / L)
```

The twist operator is diagonal: $(U\psi)(s)=u(s)\,\psi(s)$.

```lean
variable (L N) in
/-- The twist operator `U`, which multiplies each configuration by `exp(2πi X / L)`. -/
def twist : Module.End ℂ (Config L N → ℂ) where
  toFun ψ s := phase s * ψ s
  map_add' φ ψ := funext fun s => mul_add (phase s) (φ s) (ψ s)
  map_smul' c ψ := funext fun s => mul_left_comm (phase s) c (ψ s)
```

Translation acts as $(T\psi)(s)=\eta(s)\,\psi(s-1)$, where `Circle` makes $\eta(s)$ a complex number of modulus one. The choice $\eta=1$ is the plain permutation, suited to hard-core bosons. For spinless fermions with orbitals ordered by site, $\eta(s)=(-1)^{N-1}$ if site $0$ is occupied and $1$ otherwise.

```lean
/-- The translation `T` by one site, with a unit phase `η` that may depend on the
configuration reached. -/
def translation (η : Config L N → Circle) : Module.End ℂ (Config L N → ℂ) where
  toFun ψ s := (η s : ℂ) * ψ (shift (-1) s)
  map_add' φ ψ := funext fun s => mul_add (η s : ℂ) (φ (shift (-1) s)) (ψ (shift (-1) s))
  map_smul' c ψ := funext fun s => mul_left_comm (η s : ℂ) c (ψ (shift (-1) s))
```

The last problem uses the state $\Phi$ that equals $1$ on every translate of a configuration $s_0$ and $0$ elsewhere.

```lean
open Classical in
/-- The equal-weight superposition of all translates of the configuration `s₀`. -/
def orbitState (s₀ : Config L N) : Config L N → ℂ :=
  fun s => if ∃ a, s = shift a s₀ then 1 else 0
```

The inner product $\langle\varphi,\psi\rangle=\sum_s\overline{\varphi(s)}\,\psi(s)$ is written `star φ ⬝ᵥ ψ`.

## Shifts and phases

**(a)** Show that successive shifts add: $(s+b)+a=s+(a+b)$.

*Solution.* A particle at $x$ goes to $x+b$ and then to $x+b+a=x+(a+b)$. Lean compares the two maps site by site.

```lean
omit [NeZero L] in
/-- Two successive shifts add up. -/
theorem shift_shift (a b : ZMod L) (s : Config L N) :
    shift a (shift b s) = shift (a + b) s := by
  apply Subtype.ext
  simp only [shift, Finset.map_map]
  congr 1
  ext x
  simp [add_assoc, add_comm a b]
```

**(b)** Show that a shift by zero does nothing: $s+0=s$.

*Solution.* Each site satisfies $x+0=x$, so the map on sites is the identity.

```lean
omit [NeZero L] in
/-- A shift by zero sites changes nothing. -/
theorem shift_zero (s : Config L N) : shift 0 s = s := by
  have h : (Equiv.addRight (0 : ZMod L)).toEmbedding = Function.Embedding.refl (ZMod L) :=
    Function.Embedding.ext fun x => add_zero x
  apply Subtype.ext
  change Finset.map (Equiv.addRight (0 : ZMod L)).toEmbedding s.1 = s.1
  rw [h, Finset.map_refl]
```

**(c)** Let $\chi(k)=e^{2\pi i k/L}$. Show that moving all particles by $a$ gives $u(s+a)=u(s)\,\chi(Na)$.

*Solution.* Changing $X$ by a multiple of $L$ leaves $u$ unchanged, so only the value of $X$ modulo $L$ matters. Hence $u(s)=\chi\big(\sum_{x\in s}x\big)$, with the sum taken modulo $L$. Since
$$\sum_{x\in s}(x+a)=\sum_{x\in s}x+Na,$$
the claim follows from $\chi(j+k)=\chi(j)\chi(k)$. In Lean, $\chi$ is `ZMod.stdAddChar`; `key` rewrites the phase and `hsum` shifts the sum.

```lean
/-- Moving all `N` particles by `a` sites multiplies the phase by the character
`exp(2πi · / L)` of the ring, evaluated at `N a`. -/
theorem phase_shift (a : ZMod L) (s : Config L N) :
    phase (shift a s) = phase s * ZMod.stdAddChar ((N : ZMod L) * a) := by
  -- the phase depends on the summed position only modulo `L`
  have key : ∀ t : Config L N, phase t = ZMod.stdAddChar (∑ x ∈ t.1, x) := by
    intro t
    have h : ((position t : ℤ) : ZMod L) = ∑ x ∈ t.1, x := by
      rw [Int.cast_natCast, position, Nat.cast_sum]
      exact Finset.sum_congr rfl fun x _ => ZMod.natCast_zmod_val x
    rw [phase, ← h, ZMod.stdAddChar_coe, Int.cast_natCast]
  have hsum : ∑ x ∈ (shift a s).1, x = ∑ x ∈ s.1, x + (N : ZMod L) * a := by
    simp [shift, Finset.sum_map, Finset.sum_add_distrib, s.2]
  rw [key, key, hsum, AddChar.map_add_eq_mul]
```

**(d)** Find the action of a power of the twist: $(U^q\psi)(s)=u(s)^q\,\psi(s)$.

*Solution.* For $q=0$ both sides are $\psi(s)$. Each further factor of $U$ multiplies by $u(s)$, which is the induction step in Lean.

```lean
omit [NeZero L] in
/-- The `q`-th power of the twist multiplies each configuration by the `q`-th power of
its phase. -/
theorem twist_pow_apply (q : ℕ) (ψ : Config L N → ℂ) (s : Config L N) :
    (twist L N ^ q) ψ s = phase s ^ q * ψ s := by
  induction q with
  | zero => simp
  | succ n ih =>
    rw [pow_succ', Module.End.mul_apply]
    change phase s * (twist L N ^ n) ψ s = _
    rw [ih]
    ring
```

## Exchanging twist and translation

**(e)** With $z=e^{2\pi iN/L}$, show that $U^qT=z^q\,TU^q$.

*Solution.* Part (c) with $a=-1$ gives $u(s)=z\,u(s-1)$, which is `hstep`. By (d),
$$(U^qT\psi)(s)=u(s)^q\eta(s)\psi(s-1)=z^q\,\eta(s)\,u(s-1)^q\psi(s-1)=z^q\,(TU^q\psi)(s).$$

```lean
/-- Exchanging `U^q` with a translation costs the phase `exp(2πi N / L)^q`. -/
theorem twist_pow_translation (η : Config L N → Circle) (q : ℕ) :
    twist L N ^ q * translation η =
      Complex.exp (2 * π * Complex.I * N / L) ^ q • (translation η * twist L N ^ q) := by
  refine LinearMap.ext fun ψ => funext fun s => ?_
  have hN := ZMod.stdAddChar_coe (N := L) (N : ℤ)
  rw [Int.cast_natCast, Int.cast_natCast] at hN
  -- one translation step changes the phase by `exp(2πi N / L)`
  have hstep : phase s =
      Complex.exp (2 * π * Complex.I * N / L) * phase (shift (-1) s) := by
    have h1 : ZMod.stdAddChar (N : ZMod L) * ZMod.stdAddChar ((N : ZMod L) * -1) = (1 : ℂ) := by
      rw [← AddChar.map_add_eq_mul]
      simp
    rw [phase_shift, ← hN]
    linear_combination (-(phase s)) * h1
  change (twist L N ^ q) (translation η ψ) s = Complex.exp (2 * π * Complex.I * N / L) ^ q *
    ((η s : ℂ) * (twist L N ^ q) ψ (shift (-1) s))
  rw [twist_pow_apply, twist_pow_apply, hstep, mul_pow]
  change _ * ((η s : ℂ) * ψ (shift (-1) s)) = _
  ring
```

**(f)** Deduce the basic exchange relation $UT=e^{2\pi iN/L}\,TU$.

*Solution.* Set $q=1$ in (e). The sign in the exponent is positive because $T$ moves particles forward; the inverse translation gives the negative sign.

```lean
/-- Twist and translation commute up to a phase set by the filling:
`U T = exp(2πi N / L) T U`. -/
theorem twist_translation (η : Config L N → Circle) :
    twist L N * translation η =
      Complex.exp (2 * π * Complex.I * N / L) • (translation η * twist L N) := by
  have h := twist_pow_translation η 1
  rwa [pow_one, pow_one] at h
```

**(g)** Show that translation preserves inner products: $\langle T\varphi,T\psi\rangle=\langle\varphi,\psi\rangle$.

*Solution.* Because $|\eta(s)|^2=1$,
$$\langle T\varphi,T\psi\rangle=\sum_s\overline{\varphi(s-1)}\,\psi(s-1).$$
By (a) and (b), $s\mapsto s-1$ is a bijection with inverse $s\mapsto s+1$, so relabelling the sum gives the result. This bijection is `e` in the code.

```lean
/-- Translation preserves inner products. -/
theorem translation_isometry (η : Config L N → Circle) (φ ψ : Config L N → ℂ) :
    star (translation η φ) ⬝ᵥ translation η ψ = star φ ⬝ᵥ ψ := by
  let e : Config L N ≃ Config L N :=
    ⟨shift (-1), shift 1,
      fun s => by rw [shift_shift, add_neg_cancel, shift_zero],
      fun s => by rw [shift_shift, neg_add_cancel, shift_zero]⟩
  refine Fintype.sum_equiv e _ _ fun s => ?_
  change star ((η s : ℂ) * φ (shift (-1) s)) * ((η s : ℂ) * ψ (shift (-1) s)) =
    star (φ (shift (-1) s)) * ψ (shift (-1) s)
  have hη : star (η s : ℂ) * (η s : ℂ) = 1 := by
    rw [← starRingEnd_apply, Complex.conj_mul', Circle.norm_coe]
    norm_num
  rw [star_mul']
  linear_combination (star (φ (shift (-1) s)) * ψ (shift (-1) s)) * hη
```

## Which powers vanish

**(h)** Let $T\psi=\mu\psi$, and suppose that $L$ does not divide $qN$. Show that $\langle\psi,U^q\psi\rangle=0$.

*Solution.* If $\psi=0$, there is nothing to do. Otherwise (g) gives $|\mu|^2\langle\psi,\psi\rangle=\langle\psi,\psi\rangle$, so $|\mu|=1$. Put $E=\langle\psi,U^q\psi\rangle$. By (g) and (e),
$$z^qE=\langle T\psi,z^q\,TU^q\psi\rangle=\langle T\psi,U^qT\psi\rangle=|\mu|^2E=E.$$
Thus $(z^q-1)E=0$. Since $z^q=e^{2\pi i qN/L}$ equals $1$ only when $L$ divides $qN$, we get $E=0$. The Lean steps are `hz` for $z^q\ne1$, `hμ` for $|\mu|^2=1$, and `e1` and `e3` for the two equations in $E$.

At half filling, $L=2N$, the expectation value of every odd power therefore vanishes, and $q=2$ is the first positive power for which it can be nonzero. Interactions are allowed, but $\psi$ must be an eigenvector of $T$; a superposition of degenerate ground states with different momenta is not one.

```lean
/-- In an eigenvector of translation the expectation value of `U^q` vanishes
unless `L` divides `q N`. -/
theorem twist_expectation_eq_zero (η : Config L N → Circle) {ψ : Config L N → ℂ} {μ : ℂ}
    (h : translation η ψ = μ • ψ) {q : ℕ} (hq : ¬ L ∣ q * N) :
    star ψ ⬝ᵥ (twist L N ^ q) ψ = 0 := by
  by_cases hψ : ψ = 0
  · simp [hψ]
  -- the exchange phase is not one
  have hz : Complex.exp (2 * π * Complex.I * N / L) ^ q ≠ 1 := by
    have h1 : Complex.exp (2 * π * Complex.I * N / L) =
        Complex.exp (2 * π * Complex.I / L) ^ N := by
      rw [← Complex.exp_nat_mul]
      congr 1
      ring
    rw [h1, ← pow_mul, Ne,
      (Complex.isPrimitiveRoot_exp L (NeZero.ne L)).pow_eq_one_iff_dvd, mul_comm N q]
    exact hq
  have hU := LinearMap.congr_fun (twist_pow_translation η q) ψ
  generalize Complex.exp (2 * π * Complex.I * N / L) ^ q = z at hz hU
  change (twist L N ^ q) (translation η ψ) = z • translation η ((twist L N ^ q) ψ) at hU
  rw [h, map_smul] at hU
  -- the eigenvalue has modulus one
  have e2 := translation_isometry η ψ ψ
  rw [h, star_smul, smul_dotProduct, dotProduct_smul, smul_eq_mul, smul_eq_mul] at e2
  have hμ : star μ * μ = 1 :=
    mul_right_cancel₀ (fun h0 => hψ (dotProduct_star_self_eq_zero.1 h0))
      (by rw [one_mul, mul_assoc]; exact e2)
  -- translate both sides of the expectation value
  have e1 : z * (star ψ ⬝ᵥ (twist L N ^ q) ψ) =
      star μ * (μ * (star ψ ⬝ᵥ (twist L N ^ q) ψ)) := by
    rw [← translation_isometry η ψ ((twist L N ^ q) ψ), ← smul_eq_mul, ← dotProduct_smul,
      ← hU, translation_isometry, h, star_smul, smul_dotProduct, dotProduct_smul,
      smul_eq_mul, smul_eq_mul]
  have e3 : (z - 1) * (star ψ ⬝ᵥ (twist L N ^ q) ψ) = 0 := by
    linear_combination e1 + (star ψ ⬝ᵥ (twist L N ^ q) ψ) * hμ
  exact (mul_eq_zero.1 e3).resolve_left (sub_ne_zero.2 hz)
```

**(i)** Let $L$ divide $qN$ and take $\eta=1$. Show that $T\Phi=\Phi$ and $\langle\Phi,U^q\Phi\rangle\neq0$.

*Solution.* Translation permutes the translates of $s_0$, so $T\Phi=\Phi$. By (c),
$$u(s_0+a)^q=u(s_0)^q\,\chi(qNa)=u(s_0)^q,$$
hence $U^q\Phi=u(s_0)^q\,\Phi$, which is `hU`. The inner product is $u(s_0)^q\langle\Phi,\Phi\rangle$, and $\langle\Phi,\Phi\rangle>0$ because $\Phi(s_0)=1$. After normalisation the expectation value is $e^{2\pi i qX(s_0)/L}$.

For $\eta=1$, then, translation symmetry alone forces no further zeros. In a particular ground state the expectation value may still vanish for other reasons.

```lean
/-- If `L` divides `q N`, the equal-weight superposition of the translates of any configuration is
invariant under the plain translation (`η = 1`) and has a nonzero expectation value of `U^q`. -/
theorem twist_expectation_ne_zero (s₀ : Config L N) {q : ℕ} (hq : L ∣ q * N) :
    translation (fun _ => 1) (orbitState s₀) = orbitState s₀ ∧
      star (orbitState s₀) ⬝ᵥ (twist L N ^ q) (orbitState s₀) ≠ 0 := by
  constructor
  · funext s
    change ((1 : Circle) : ℂ) * orbitState s₀ (shift (-1) s) = orbitState s₀ s
    rw [Circle.coe_one, one_mul]
    refine if_congr ⟨?_, ?_⟩ rfl rfl
    · rintro ⟨a, h⟩
      exact ⟨1 + a, by rw [← shift_shift, ← h, shift_shift, add_neg_cancel, shift_zero]⟩
    · rintro ⟨a, rfl⟩
      exact ⟨-1 + a, shift_shift _ _ _⟩
  · -- on the orbit of `s₀` the operator `U^q` is a constant phase
    have hU : (twist L N ^ q) (orbitState s₀) = phase s₀ ^ q • orbitState s₀ := by
      funext s
      rw [twist_pow_apply, Pi.smul_apply, smul_eq_mul]
      by_cases hs : ∃ a, s = shift a s₀
      · obtain ⟨a, rfl⟩ := hs
        have h0 : ((q * N : ℕ) : ZMod L) = 0 := (CharP.cast_eq_zero_iff (ZMod L) L _).2 hq
        have h1 : q • ((N : ZMod L) * a) = 0 := by
          rw [nsmul_eq_mul, ← mul_assoc, ← Nat.cast_mul, h0, zero_mul]
        rw [phase_shift, mul_pow, ← AddChar.map_nsmul_eq_pow, h1, AddChar.map_zero_eq_one,
          mul_one]
      · have h0 : orbitState s₀ s = 0 := if_neg hs
        rw [h0, mul_zero, mul_zero]
    have h1 : orbitState s₀ s₀ = 1 := if_pos ⟨0, (shift_zero s₀).symm⟩
    rw [hU, dotProduct_smul, smul_eq_mul]
    refine mul_ne_zero (pow_ne_zero _ (Complex.exp_ne_zero _)) fun h => ?_
    have h2 := congrFun (dotProduct_star_self_eq_zero.1 h) s₀
    exact one_ne_zero (h1.symm.trans h2)

end

end AligiaOrtizTwist
```

```lean
#print axioms AligiaOrtizTwist.twist_translation
-- 'AligiaOrtizTwist.twist_translation' depends on axioms: [propext, Classical.choice, Quot.sound]
#print axioms AligiaOrtizTwist.twist_expectation_eq_zero
-- 'AligiaOrtizTwist.twist_expectation_eq_zero' depends on axioms: [propext, Classical.choice, Quot.sound]
#print axioms AligiaOrtizTwist.twist_expectation_ne_zero
-- 'AligiaOrtizTwist.twist_expectation_ne_zero' depends on axioms: [propext, Classical.choice, Quot.sound]
```

## A modular position and a larger unit cell

The phase could have been defined as $\chi\big(\sum_{x\in s}x\big)$, with the position summed modulo $L$ from the start. Part (c) would then be shorter, but the agreement with $e^{2\pi iX/L}$ for an integer $X$ would need its own lemma.

The argument of (h) also applies to a state with $T^m\psi=\mu\psi$, such as a momentum eigenstate of a dimerised chain with $m=2$. Exchanging $U^q$ with $T^m$ costs $z^{qm}$, so the expectation value vanishes unless $L$ divides $qmN$. The Lean code treats only the one-site case.
